# Centre, variance and strongest line of a Poisson Franck–Condon band

When an electronic transition shifts the equilibrium position of a vibration, the spectrum shows a progression of lines spaced by the vibrational quantum $w$. Take one harmonic mode with the same frequency in both electronic states, starting in its vibrational ground state. Treat the transition dipole as independent of the vibrational coordinate (the Condon approximation), and leave out the frequency-dependent prefactor of the intensity. The line with $n$ quanta then lies at $E_0+nw$ and has weight

$$p_n=e^{-S}\frac{S^n}{n!},$$

where the Huang–Rhys factor $S\ge 0$ measures the shift. Where is the band centred, how wide is it, and which line is strongest?

## Moments and peak from one recursion

The weights are non-negative, sum to 1, and give mean energy $E_0+Sw$ and variance $Sw^2$. No line is stronger than $n=\lfloor S\rfloor$.

Since $(n+1)/(n+1)!=1/n!$,

$$(n+1)\,p_{n+1}=S\,p_n .$$

The exponential series gives $\sum_n p_n=e^{-S}e^{S}=1$. In the next two sums the $n=0$ term vanishes, so the index can be shifted:

$$\sum_n n\,p_n=\sum_n (n+1)p_{n+1}=S\sum_n p_n=S,$$
$$\sum_n n^2p_n=\sum_n (n+1)^2p_{n+1}=S\sum_n (n+1)p_n=S(S+1).$$

Hence $\sum_n(n-S)^2p_n=S(S+1)-2S^2+S^2=S$. The mean energy is $E_0+Sw$; deviations from it are $(n-S)w$, so the variance is $Sw^2$.

For the peak, write $p_{n+1}-p_n=\left(\frac{S}{n+1}-1\right)p_n$. The weights do not decrease while $n+1\le S$ and do not increase once $n+1\ge S$, so $\lfloor S\rfloor$ is a maximum. If $S>0$, then $p_n>0$, and neighbours are equal exactly when $S=n+1$.

For $S=1.5$, $p_0=e^{-1.5}\approx0.223$. The recursion gives $p_1\approx0.335$, $p_2\approx0.251$ and $p_3\approx0.126$. The strongest line is $n=1$, while the centre lies at $1.5$ quanta, between two lines; the standard deviation is $\sqrt{1.5}\approx1.22$ quanta.

## Why the weights are Poissonian

The initial ground state is annihilated by its own lowering operator, which differs from that of the final oscillator by a constant $\alpha$. Its amplitudes $c_n$ in the final number states therefore satisfy $\sqrt{n+1}\,c_{n+1}=\alpha c_n$. Taking squared moduli and iterating,

$$|c_n|^2=|c_0|^2\frac{|\alpha|^{2n}}{n!}.$$

Normalisation gives $|c_0|^2=e^{-|\alpha|^2}$, so $|c_n|^2=p_n$ with $S=|\alpha|^2$.

## The band in Lean

```lean
import Mathlib

open Finset

namespace FranckCondonHuangRhys

noncomputable section
```

The Huang–Rhys factor is a real number and the quantum number a natural number.

```lean
/-- Franck-Condon weight of the line with `n` vibrational quanta at Huang-Rhys factor `S`. -/
def fcWeight (S : ℝ) (n : ℕ) : ℝ := Real.exp (-S) * S ^ n / (n.factorial : ℝ)
```

The energies $E_0$ and $w$ are arbitrary reals; a negative $w$ places the progression below $E_0$, as in emission.

```lean
/-- Energy `E₀ + n w` of the line with `n` quanta, where `E₀` is the zero-phonon energy. -/
def lineEnergy (E₀ w : ℝ) (n : ℕ) : ℝ := E₀ + n * w
```

The explicit amplitudes are $e^{-|\alpha|^2/2}\alpha^n/\sqrt{n!}$.

```lean
/-- Number-state amplitudes of the coherent state with displacement `α`. -/
def coherentAmp (α : ℂ) (n : ℕ) : ℂ :=
  ((Real.exp (-‖α‖ ^ 2 / 2) / Real.sqrt (n.factorial : ℝ) : ℝ) : ℂ) * α ^ n
```

The recursion comes from expanding the factorial and clearing denominators.

```lean
/-- Successive weights obey `(n + 1) p (n + 1) = S p n`. -/
theorem fcWeight_succ (S : ℝ) (n : ℕ) :
    ((n : ℝ) + 1) * fcWeight S (n + 1) = S * fcWeight S n := by
  have hf : (n.factorial : ℝ) ≠ 0 := by positivity
  have hn : (n : ℝ) + 1 ≠ 0 := by positivity
  unfold fcWeight
  rw [Nat.factorial_succ]
  push_cast
  field_simp
  ring
```

`HasSum f a` says that the series of `f` converges to `a`. The next lemma rewrites such a statement term by term, and the one after it supplies the exponential series.

```lean
/-- A convergent sum may be rewritten term by term and in its value. -/
lemma hasSum_of_eq {f g : ℕ → ℝ} {a b : ℝ} (h : HasSum f a)
    (hf : ∀ n, g n = f n) (hab : b = a) : HasSum g b := by
  have hfg : g = f := funext hf
  rw [hfg, hab]
  exact h

/-- The exponential series sums to `exp S`. -/
lemma hasSum_exp_series (S : ℝ) :
    HasSum (fun n : ℕ => S ^ n / (n.factorial : ℝ)) (Real.exp S) := by
  rw [Real.exp_eq_exp_ℝ, NormedSpace.exp_eq_tsum_div]
  exact (Real.summable_pow_div_factorial S).hasSum
```

The moments hold for every real $S$; the sign matters only for reading the weights as probabilities and for the peak.

```lean
/-- The weights sum to one, their mean quantum number is `S`, and their variance is `S`. -/
theorem fcWeight_moments (S : ℝ) :
    HasSum (fcWeight S) 1 ∧
    HasSum (fun n : ℕ => (n : ℝ) * fcWeight S n) S ∧
    HasSum (fun n : ℕ => ((n : ℝ) - S) ^ 2 * fcWeight S n) S := by
  have h0 : HasSum (fcWeight S) 1 := by
    have h := (hasSum_exp_series S).mul_left (Real.exp (-S))
    refine hasSum_of_eq h (fun n => ?_) ?_
    · unfold fcWeight
      ring
    · rw [← Real.exp_add, neg_add_cancel, Real.exp_zero]
  -- shift the index by one and use the recursion
  have h1 : HasSum (fun n : ℕ => (n : ℝ) * fcWeight S n) S := by
    have hs : HasSum (fun n : ℕ => ((n + 1 : ℕ) : ℝ) * fcWeight S (n + 1)) S := by
      have h := h0.mul_left S
      refine hasSum_of_eq h (fun n => ?_) ?_
      · push_cast
        exact fcWeight_succ S n
      · ring
    have h := (hasSum_nat_add_iff (f := fun n : ℕ => (n : ℝ) * fcWeight S n) 1).mp hs
    simpa using h
  -- the same shift gives the second moment
  have h2 : HasSum (fun n : ℕ => (n : ℝ) ^ 2 * fcWeight S n) (S * (S + 1)) := by
    have hs : HasSum (fun n : ℕ => ((n + 1 : ℕ) : ℝ) ^ 2 * fcWeight S (n + 1))
        (S * (S + 1)) := by
      have h := (h1.add h0).mul_left S
      refine hasSum_of_eq h (fun n => ?_) rfl
      push_cast
      linear_combination ((n : ℝ) + 1) * fcWeight_succ S n
    have h := (hasSum_nat_add_iff (f := fun n : ℕ => (n : ℝ) ^ 2 * fcWeight S n) 1).mp hs
    simpa using h
  refine ⟨h0, h1, ?_⟩
  have h := (h2.sub (h1.mul_left (2 * S))).add (h0.mul_left (S ^ 2))
  refine hasSum_of_eq h (fun n => ?_) ?_
  · ring
  · ring
```

The proof turns on `hasSum_nat_add_iff`. For an offset of 1, it says that the shifted series sums to $a$ exactly when the original sums to $a+f(0)$. Here $f(0)=0$, which `simpa` removes. Convergence is carried across with the value, so the series for $n\,p_n$ and $n^2p_n$ need no separate convergence estimate. The variance then follows by combining three convergent series.

```lean
/-- For `S ≥ 0` every Franck-Condon weight is non-negative. -/
theorem fcWeight_nonneg {S : ℝ} (hS : 0 ≤ S) (n : ℕ) : 0 ≤ fcWeight S n := by
  unfold fcWeight
  positivity
```

In the peak theorem, `⌊S⌋₊` is the natural-number floor. The steps `up` and `down` are inductions on the two sides of it, each comparing neighbours after multiplication by the positive factor $n+1$.

```lean
/-- No line is stronger than the one whose quantum number is the integer part of `S`. -/
theorem fcWeight_le_peak {S : ℝ} (hS : 0 ≤ S) (n : ℕ) :
    fcWeight S n ≤ fcWeight S ⌊S⌋₊ := by
  -- if `m ≤ S`, no line before `m` has a larger weight than line `m`
  have up : ∀ m : ℕ, (m : ℝ) ≤ S → ∀ k ≤ m, fcWeight S k ≤ fcWeight S m := by
    intro m
    induction m with
    | zero =>
      intro _ k hk
      rw [Nat.le_zero.mp hk]
    | succ m ih =>
      intro hm k hk
      push_cast at hm
      rcases Nat.lt_or_ge m k with h | h
      · have hkm : k = m + 1 := by omega
        rw [hkm]
      · refine (ih (by linarith) k h).trans ?_
        have hpos : (0 : ℝ) < (m : ℝ) + 1 := by positivity
        refine le_of_mul_le_mul_left ?_ hpos
        rw [fcWeight_succ]
        exact mul_le_mul_of_nonneg_right hm (fcWeight_nonneg hS m)
  -- no line after `⌊S⌋₊` has a larger weight than line `⌊S⌋₊`
  have down : ∀ k : ℕ, fcWeight S (⌊S⌋₊ + k) ≤ fcWeight S ⌊S⌋₊ := by
    intro k
    induction k with
    | zero => exact le_refl _
    | succ k ih =>
      refine le_trans ?_ ih
      have hlt : S < (⌊S⌋₊ : ℝ) + 1 := Nat.lt_floor_add_one S
      have hk : (0 : ℝ) ≤ (k : ℝ) := Nat.cast_nonneg k
      have hpos : (0 : ℝ) < ((⌊S⌋₊ + k : ℕ) : ℝ) + 1 := by positivity
      refine le_of_mul_le_mul_left ?_ hpos
      rw [← add_assoc, fcWeight_succ]
      refine mul_le_mul_of_nonneg_right ?_ (fcWeight_nonneg hS _)
      push_cast
      linarith
  rcases Nat.le_total n ⌊S⌋₊ with h | h
  · exact up _ (Nat.floor_le hS) n h
  · obtain ⟨k, rfl⟩ := Nat.exists_eq_add_of_le h
    exact down k
```

At a positive integer $S$, the lines $S-1$ and $S$ therefore share the maximum.

```lean
/-- For `S > 0` the neighbouring lines `n` and `n + 1` are equally strong exactly when
`S = n + 1`. -/
theorem fcWeight_tie_iff {S : ℝ} (hS : 0 < S) (n : ℕ) :
    fcWeight S (n + 1) = fcWeight S n ↔ S = n + 1 := by
  have hp : fcWeight S n ≠ 0 := by
    unfold fcWeight
    positivity
  have hn : (n : ℝ) + 1 ≠ 0 := by positivity
  have hr := fcWeight_succ S n
  constructor
  · intro h
    rw [h] at hr
    exact (mul_right_cancel₀ hp hr).symm
  · intro h
    apply mul_left_cancel₀ hn
    rw [hr, ← h]
```

The band theorem translates the quantum-number moments into energies.

```lean
/-- The Franck-Condon band: for `S ≥ 0` the weights form a probability distribution, the band
centre is `E₀ + S w`, the variance is `S w ^ 2`, and the line `n = ⌊S⌋` has maximal weight. -/
theorem franckCondon_band {S : ℝ} (hS : 0 ≤ S) (E₀ w : ℝ) :
    (∀ n, 0 ≤ fcWeight S n) ∧ HasSum (fcWeight S) 1 ∧
    HasSum (fun n => lineEnergy E₀ w n * fcWeight S n) (E₀ + S * w) ∧
    HasSum (fun n => (lineEnergy E₀ w n - (E₀ + S * w)) ^ 2 * fcWeight S n) (S * w ^ 2) ∧
    ∀ n, fcWeight S n ≤ fcWeight S ⌊S⌋₊ := by
  obtain ⟨h0, h1, h2⟩ := fcWeight_moments S
  refine ⟨fcWeight_nonneg hS, h0, ?_, ?_, fcWeight_le_peak hS⟩
  · have h := (h0.mul_left E₀).add (h1.mul_left w)
    refine hasSum_of_eq h (fun n => ?_) ?_
    · unfold lineEnergy
      ring
    · ring
  · have h := h2.mul_left (w ^ 2)
    refine hasSum_of_eq h (fun n => ?_) ?_
    · unfold lineEnergy
      ring
    · ring
```

For this single-mode, equal-frequency model, the distance from the zero-phonon line to the band centre, divided by $|w|$, gives $S$ whenever $w\ne 0$. The weights contain no frequency-dependent intensity prefactor, thermal population or line broadening.

## From amplitudes to weights

The eigenvalue equation `hc` and the normalisation `hnorm` are hypotheses here; the shifted potentials and their overlap integrals are not constructed. Induction gives `key`, and uniqueness of the sum fixes $|c_0|^2$.

```lean
/-- If number-state amplitudes `c n` form a normalised eigenvector of the lowering operator with
eigenvalue `α`, their squared moduli are the Franck-Condon weights with `S = ‖α‖ ^ 2`. -/
theorem normSq_amplitude_eq_fcWeight (α : ℂ) (c : ℕ → ℂ)
    (hc : ∀ n : ℕ, ((Real.sqrt ((n : ℝ) + 1) : ℝ) : ℂ) * c (n + 1) = α * c n)
    (hnorm : HasSum (fun n => ‖c n‖ ^ 2) 1) (n : ℕ) :
    ‖c n‖ ^ 2 = fcWeight (‖α‖ ^ 2) n := by
  -- the eigenvalue equation fixes all populations in terms of the first
  have key : ∀ m : ℕ, ‖c m‖ ^ 2 = ‖c 0‖ ^ 2 * ((‖α‖ ^ 2) ^ m / (m.factorial : ℝ)) := by
    intro m
    induction m with
    | zero => simp
    | succ m ih =>
      have h1 := congrArg (fun z : ℂ => ‖z‖ ^ 2) (hc m)
      simp only [norm_mul, mul_pow, Complex.norm_real, Real.norm_eq_abs, sq_abs] at h1
      rw [Real.sq_sqrt (by positivity), ih] at h1
      have hm : (m : ℝ) + 1 ≠ 0 := by positivity
      have hf : (m.factorial : ℝ) ≠ 0 := by positivity
      apply mul_left_cancel₀ hm
      rw [h1, Nat.factorial_succ]
      push_cast
      field_simp
      ring
  -- normalisation fixes the first
  have hsum := (hasSum_exp_series (‖α‖ ^ 2)).mul_left (‖c 0‖ ^ 2)
  have hnorm' := hasSum_of_eq hnorm (fun m => (key m).symm) rfl
  have h0 : ‖c 0‖ ^ 2 = Real.exp (-‖α‖ ^ 2) := by
    rw [Real.exp_neg]
    exact eq_inv_of_mul_eq_one_left (hsum.unique hnorm')
  rw [key n, h0, fcWeight]
  ring
```

The coherent-state amplitudes satisfy both hypotheses for every complex $\alpha$. The eigenvalue equation reduces to $\sqrt{(n+1)!}=\sqrt{n+1}\sqrt{n!}$, and the normalisation to the sum of the weights.

```lean
/-- The coherent-state amplitudes `coherentAmp α` are a normalised eigenvector of the lowering
operator with eigenvalue `α`. -/
theorem normSq_amplitude_eq_fcWeight_witness (α : ℂ) :
    (∀ n : ℕ, ((Real.sqrt ((n : ℝ) + 1) : ℝ) : ℂ) * coherentAmp α (n + 1)
      = α * coherentAmp α n) ∧
    HasSum (fun n => ‖coherentAmp α n‖ ^ 2) 1 := by
  constructor
  · intro n
    have hs : Real.sqrt ((n + 1).factorial : ℝ)
        = Real.sqrt ((n : ℝ) + 1) * Real.sqrt (n.factorial : ℝ) := by
      rw [Nat.factorial_succ]
      push_cast
      exact Real.sqrt_mul (by positivity) _
    have ha : Real.sqrt ((n : ℝ) + 1) ≠ 0 := by positivity
    have hb : Real.sqrt (n.factorial : ℝ) ≠ 0 := by positivity
    have hr : Real.sqrt ((n : ℝ) + 1) *
        (Real.exp (-‖α‖ ^ 2 / 2) / Real.sqrt ((n + 1).factorial : ℝ))
        = Real.exp (-‖α‖ ^ 2 / 2) / Real.sqrt (n.factorial : ℝ) := by
      rw [hs]
      field_simp
    unfold coherentAmp
    rw [← hr, Complex.ofReal_mul]
    ring
  · refine hasSum_of_eq (fcWeight_moments (‖α‖ ^ 2)).1 (fun n => ?_) rfl
    have he : Real.exp (-‖α‖ ^ 2 / 2) ^ 2 = Real.exp (-‖α‖ ^ 2) := by
      rw [pow_two, ← Real.exp_add]
      congr 1
      ring
    rw [coherentAmp, norm_mul, mul_pow, Complex.norm_real, Real.norm_eq_abs, sq_abs, div_pow,
      Real.sq_sqrt (by positivity), norm_pow, he, fcWeight]
    ring

end

end FranckCondonHuangRhys
```

```lean
#print axioms FranckCondonHuangRhys.fcWeight_tie_iff
#print axioms FranckCondonHuangRhys.franckCondon_band
#print axioms FranckCondonHuangRhys.normSq_amplitude_eq_fcWeight
```

```
'FranckCondonHuangRhys.fcWeight_tie_iff' depends on axioms: [propext, Classical.choice, Quot.sound]
'FranckCondonHuangRhys.franckCondon_band' depends on axioms: [propext, Classical.choice, Quot.sound]
'FranckCondonHuangRhys.normSq_amplitude_eq_fcWeight' depends on axioms: [propext, Classical.choice, Quot.sound]
```
